# Spin-free and spin-orbit parts of (σ·p)V(σ·p) for commuting momenta and a spin-independent V

**Q:** Show me the mechanism in the smallest case before you show me any code.

**A:** Take an electron with two momentum components, p = (p₀, p₁, 0), and a potential V. Momentum and potential act on the orbital part only, so they commute with the Pauli matrices σ₀, σ₁, σ₂, which are the usual σ_x, σ_y, σ_z. Multiply out, using σ₀σ₁ = iσ₂ and σ₁σ₀ = −iσ₂:

(σ·p)V(σ·p) = p₀Vp₀ + p₁Vp₁ + iσ₂(p₀Vp₁ − p₁Vp₀)

Now move V to the left in the bracket:

p₀Vp₁ − p₁Vp₀ = [p₀,V]p₁ − [p₁,V]p₀ + V(p₀p₁ − p₁p₀)

The last term vanishes because the momenta commute. In what remains with σ₂, V appears only in the commutators [p_i,V], that is, through the force. A constant potential gives no spin-orbit term.

**Q:** Where does this operator come from?

**A:** From eliminating the small component of the Dirac equation. Its matrix elements enter two-component Hamiltonians in electronic structure, here for one electron without a magnetic field. Keeping only the spin-free part gives a scalar-relativistic treatment of this term. With three components the identity is

(σ·p)V(σ·p) = Σ_k p_k V p_k + i σ·([p,V]×p)

**Q:** And what are p and V in Lean? I expected a Hilbert space.

**A:** They are elements of an arbitrary complex algebra `R`, which contains both orbital and spin operators.

```lean
import Mathlib

open Complex (I)

namespace SpinOrbitSeparation

noncomputable section

variable {R : Type*} [Ring R] [Algebra ℂ R]
```

The σ's are any three elements that obey these relations:

```lean
/-- The Pauli relations: each `σ k` squares to one, and `σ k * σ (k+1) = i σ (k+2)` with
indices taken cyclically. -/
structure IsPauli (σ : Fin 3 → R) : Prop where
  sq : ∀ k, σ k * σ k = 1
  cyc : ∀ k, σ k * σ (k + 1) = I • σ (k + 2)
```

Indices run over 0, 1, 2 and wrap around, so `k + 1` after 2 is 0. The symbol `•` is multiplication by a complex number. The relation `cyc` also fixes the handedness: with −i in place of i, the spin-orbit term would change sign.

**Q:** Operator order matters in a cross product. Which order do you use?

**A:** The left vector's components always stand on the left.

```lean
/-- The scalar product `a·b` of two vectors of operators, in this order. -/
def dot (a b : Fin 3 → R) : R := ∑ k, a k * b k

/-- The vector product `a × b` of two vectors of operators, with the factors of `a` on the left;
indices are cyclic. -/
def cross (a b : Fin 3 → R) (k : Fin 3) : R :=
  a (k + 1) * b (k + 2) - a (k + 2) * b (k + 1)
```

Component k is a_{k+1}b_{k+2} − a_{k+2}b_{k+1}, which is the Levi-Civita sum Σ ε_ijk a_i b_j. The dot product has no complex conjugation. The commutator vector and an average over spin complete the vocabulary:

```lean
/-- The vector of commutators `[p_i, V]`. -/
def comm (p : Fin 3 → R) (V : R) (i : Fin 3) : R := p i * V - V * p i

/-- The spin average `(X + ∑ σ_j X σ_j) / 4` of an operator `X`. -/
def spinAverage (σ : Fin 3 → R) (X : R) : R :=
  (1 / 4 : ℂ) • (X + ∑ j, σ j * X * σ j)
```

**Q:** You assumed only the cyclic products. Where do the reversed ones come from?

**A:** Start from σ_{k+1}σ_{k+2} = iσ_k and multiply by σ_{k+1} from the left. Since σ_{k+1}² = 1, this gives σ_{k+2} = iσ_{k+1}σ_k, hence σ_{k+1}σ_k = −iσ_{k+2}.

```lean
/-- Pauli elements multiplied in anticyclic order give the opposite sign. -/
theorem pauli_swap {σ : Fin 3 → R} (h : IsPauli σ) (k : Fin 3) :
    σ (k + 1) * σ k = -(I • σ (k + 2)) := by
  have e : ∀ k : Fin 3, k + 1 + 1 = k + 2 ∧ k + 1 + 2 = k := by decide
  have h1 := h.cyc (k + 1)
  rw [(e k).1, (e k).2] at h1
  have h2 : σ (k + 2) = I • (σ (k + 1) * σ k) := by
    rw [← mul_smul_comm, ← h1, ← mul_assoc, h.sq, one_mul]
  rw [h2, smul_smul, Complex.I_mul_I, neg_smul, one_smul, neg_neg]
```

**Q:** Then the three-component product should be routine.

**A:** It is. If a commutes with σ, each term becomes

σ_i a_i σ_j b_j = σ_iσ_j a_i b_j

The three diagonal terms give a·b. The six others pair up, for instance

σ₀σ₁a₀b₁ + σ₁σ₀a₁b₀ = iσ₂(a₀b₁ − a₁b₀)

and together they give iσ·(a×b). In the proof, `t` collects the spin factors on the left, `simp` inserts the nine products of Pauli elements, and `module` compares the resulting linear combinations. Nothing is required of b.

```lean
/-- The product formula `(σ·a)(σ·b) = a·b + i σ·(a × b)`, for Pauli elements `σ` and a vector `a`
of operators that commute with them. -/
theorem dot_mul_dot {σ a : Fin 3 → R} (h : IsPauli σ)
    (ha : ∀ i j, Commute (a i) (σ j)) (b : Fin 3 → R) :
    dot σ a * dot σ b = dot a b + I • dot σ (cross a b) := by
  -- collect the spin factors on the left
  have t : ∀ i j, σ i * a i * (σ j * b j) = σ i * σ j * (a i * b j) := fun i j => by
    have e := (ha i j).eq
    linear_combination (norm := noncomm_ring) σ i * e * b j
  have xy : σ 0 * σ 1 = I • σ 2 := h.cyc 0
  have yz : σ 1 * σ 2 = I • σ 0 := h.cyc 1
  have zx : σ 2 * σ 0 = I • σ 1 := h.cyc 2
  have yx : σ 1 * σ 0 = -(I • σ 2) := pauli_swap h 0
  have zy : σ 2 * σ 1 = -(I • σ 0) := pauli_swap h 1
  have xz : σ 0 * σ 2 = -(I • σ 1) := pauli_swap h 2
  have c0 : cross a b 0 = a 1 * b 2 - a 2 * b 1 := rfl
  have c1 : cross a b 1 = a 2 * b 0 - a 0 * b 2 := rfl
  have c2 : cross a b 2 = a 0 * b 1 - a 1 * b 0 := rfl
  simp only [dot, Fin.sum_univ_three, c0, c1, c2, mul_add, add_mul, t, h.sq, xy, yz, zx,
    yx, zy, xz, one_mul, neg_mul, smul_mul_assoc, mul_sub]
  module
```

Because b is free, V can be absorbed into it. V commutes with σ, so V(σ·p) = σ·(Vp), and the product formula with a = p and b = Vp gives

(σ·p)V(σ·p) = Σ_k p_k V p_k + i σ·(p×(Vp))

```lean
/-- For `p` and `V` commuting with the Pauli elements,
`(σ·p) V (σ·p) = ∑ p_k V p_k + i σ·(p × V p)`. -/
theorem sandwich {σ p : Fin 3 → R} {V : R} (h : IsPauli σ)
    (hp : ∀ i j, Commute (p i) (σ j)) (hV : ∀ j, Commute V (σ j)) :
    dot σ p * V * dot σ p =
      ∑ k, p k * V * p k + I • dot σ (cross p fun k => V * p k) := by
  have e : V * dot σ p = dot σ fun k => V * p k := by
    simp only [dot, Finset.mul_sum]
    refine Finset.sum_congr rfl fun k _ => ?_
    rw [← mul_assoc, (hV k).eq, mul_assoc]
  rw [mul_assoc, e, dot_mul_dot h hp]
  simp only [dot, mul_assoc]
```

**Q:** So far you haven't used commuting momenta.

**A:** They enter only now. For each k,

p_{k+1}Vp_{k+2} − p_{k+2}Vp_{k+1} = [p_{k+1},V]p_{k+2} − [p_{k+2},V]p_{k+1} + V[p_{k+1},p_{k+2}]

and the last term is zero. In Lean, `linear_combination` is given exactly that term, V times the commutation relation, and `noncomm_ring` checks the rest without reordering factors.

```lean
/-- Separation of the scalar and spin-orbit parts: if the momenta commute with one another, and
momenta and `V` commute with the Pauli elements, then
`(σ·p) V (σ·p) = ∑ p_k V p_k + i σ·([p,V] × p)`. -/
theorem spin_orbit_separation {σ p : Fin 3 → R} {V : R} (h : IsPauli σ)
    (hp : ∀ i j, Commute (p i) (σ j)) (hV : ∀ j, Commute V (σ j))
    (hpp : ∀ i j, Commute (p i) (p j)) :
    dot σ p * V * dot σ p =
      ∑ k, p k * V * p k + I • dot σ (cross (comm p V) p) := by
  -- the terms `V p_i p_j` cancel in the antisymmetric sum
  have e : (cross p fun k => V * p k) = cross (comm p V) p := by
    funext k
    have c := (hpp (k + 1) (k + 2)).eq
    simp only [cross, comm]
    linear_combination (norm := noncomm_ring) V * c
  rw [sandwich h hp hV, e]
```

Read in words: if σ obeys the Pauli relations (`h`), p and V commute with σ (`hp`, `hV`), and the momenta commute with one another (`hpp`), then the separation holds.

**Q:** What goes wrong without `hpp`?

**A:** Set V = 1. All commutators [p_i,V] vanish, so the formula would claim (σ·p)² = Σ p_k². Let the orbital space have two states, with Pauli matrices τ acting on it, and take p = (τ_x, τ_y, 0). Then

(σ·p)² = p₀² + p₁² + iσ₂[τ_x,τ_y] = 2 − 2σ₂τ_z

and the term −2σ₂τ_z is missing from the claim. So some condition on the commutators [p_i,p_j] is needed; the calculation uses only V[p_i,p_j] = 0, which commuting momenta guarantee.

The same thing happens under minimal coupling. The kinetic momentum π = p − qA, with charge q and vector potential A, has non-commuting components in a magnetic field B. For V = 1 the lost term is −qσ·B in units with ħ = 1; divided by 2m, with m the mass, it is the Zeeman energy of the spin. There `sandwich` is the version to use, since it doesn't need `hpp`.

**Q:** I can split an operator in many ways. Why should Σ p_k V p_k be *the* scalar part?

**A:** Because the operator itself determines it. Here "scalar" means independent of spin, not a number. Suppose X = a + c σ·b, with a and b commuting with σ and c a complex number. Conjugation by σ_j leaves a unchanged, since σ_j a σ_j = a. It leaves σ_k unchanged when j = k and reverses it for the two other j, so

Σ_j σ_j(σ·b)σ_j = σ·b − 2σ·b = −σ·b

The spin average is therefore

(X + Σ_j σ_jXσ_j)/4 = (a + 3a + cσ·b − cσ·b)/4 = a

```lean
/-- The spin average of `a + c σ·b` is `a`, when `a` and the components of `b` commute with the
Pauli elements and `c` is a number. -/
theorem spinAverage_add {σ b : Fin 3 → R} {a : R} (h : IsPauli σ)
    (ha : ∀ j, Commute a (σ j)) (hb : ∀ i j, Commute (b i) (σ j)) (c : ℂ) :
    spinAverage σ (a + c • dot σ b) = a := by
  have s : ∀ j, σ j * a * σ j = a := fun j => by
    rw [mul_assoc, (ha j).eq, ← mul_assoc, h.sq, one_mul]
  have t : ∀ j k, σ j * (σ k * b k) * σ j = σ j * σ k * σ j * b k := fun j k => by
    have e := (hb k j).eq
    linear_combination (norm := noncomm_ring) σ j * σ k * e
  have xy : σ 0 * σ 1 = I • σ 2 := h.cyc 0
  have yz : σ 1 * σ 2 = I • σ 0 := h.cyc 1
  have zx : σ 2 * σ 0 = I • σ 1 := h.cyc 2
  have yx : σ 1 * σ 0 = -(I • σ 2) := pauli_swap h 0
  have zy : σ 2 * σ 1 = -(I • σ 0) := pauli_swap h 1
  have xz : σ 0 * σ 2 = -(I • σ 1) := pauli_swap h 2
  -- conjugating by all three Pauli elements reverses `σ·b` in the sum
  have r : ∑ j, σ j * dot σ b * σ j = -dot σ b := by
    simp only [dot, Fin.sum_univ_three, mul_add, add_mul, t, h.sq, xy, yz, zx, yx, zy, xz,
      one_mul, neg_mul, smul_mul_assoc, smul_neg, neg_neg, smul_smul, Complex.I_mul_I,
      neg_smul, one_smul]
    module
  have q : ∑ j, σ j * (a + c • dot σ b) * σ j = (3 : ℂ) • a - c • dot σ b := by
    simp only [mul_add, add_mul, s, mul_smul_comm, smul_mul_assoc, Finset.sum_add_distrib,
      ← Finset.smul_sum, r, Fin.sum_univ_three]
    module
  rw [spinAverage, q]
  module
```

The steps `s` and `r` are these two conjugation rules, and `q` adds them up. Any two splittings of this form thus share the same a. For our operator it remains to check that p_kVp_k and the components of p×(Vp) commute with σ, which follows factor by factor:

```lean
/-- The spin average of `(σ·p) V (σ·p)` is the scalar part `∑ p_k V p_k`, for `p` and `V`
commuting with the Pauli elements. -/
theorem spinAverage_sandwich {σ p : Fin 3 → R} {V : R} (h : IsPauli σ)
    (hp : ∀ i j, Commute (p i) (σ j)) (hV : ∀ j, Commute V (σ j)) :
    spinAverage σ (dot σ p * V * dot σ p) = ∑ k, p k * V * p k := by
  rw [sandwich h hp hV]
  refine spinAverage_add h (fun j => ?_) (fun i j => ?_) I
  · exact Commute.sum_left _ _ _ fun k _ => ((hp k j).mul_left (hV j)).mul_left (hp k j)
  · exact ((hp _ j).mul_left ((hV j).mul_left (hp _ j))).sub_left
      ((hp _ j).mul_left ((hV j).mul_left (hp _ j)))
```

**Q:** A chemist wants to see L·S. Where is it?

**A:** In a central potential V(r), with p = −i∇ and ħ = 1,

[p_i,V] = −i ∂V/∂x_i = −i W x_i, where W = (1/r) dV/dr

Beware of the letter: in two-component theory W often denotes the matrix of (σ·p)V(σ·p) itself. Substituting,

i σ·([p,V]×p) = i(−i) W σ·(x×p) = W σ·(x×p)

With L = x×p and S = σ/2 this is 2W L·S. The prefactor 1/(4m²c²) from the elimination, with m the electron mass and c now the speed of light, turns it into the familiar (1/(2m²c²)) (1/r)(dV/dr) L·S.

```lean
/-- Central field: if the momenta commute with one another, `p`, `V` and `W` commute with the Pauli
elements, and `[p_i, V] = -i W x_i`, then `(σ·p) V (σ·p) = ∑ p_k V p_k + W σ·(x × p)`. -/
theorem central_field {σ p x : Fin 3 → R} {V W : R} (h : IsPauli σ)
    (hp : ∀ i j, Commute (p i) (σ j)) (hV : ∀ j, Commute V (σ j))
    (hpp : ∀ i j, Commute (p i) (p j)) (hW : ∀ j, Commute W (σ j))
    (hx : ∀ i, p i * V - V * p i = -(I • (W * x i))) :
    dot σ p * V * dot σ p = ∑ k, p k * V * p k + W * dot σ (cross x p) := by
  rw [spin_orbit_separation h hp hV hpp]
  congr 1
  simp only [dot, Finset.smul_sum, Finset.mul_sum]
  refine Finset.sum_congr rfl fun k _ => ?_
  have hk : cross (comm p V) p k = -(I • (W * cross x p k)) := by
    simp only [cross, comm, hx, neg_mul, smul_mul_assoc, mul_sub, mul_assoc]
    module
  rw [hk, mul_neg, mul_smul_comm, smul_neg, smul_smul, Complex.I_mul_I, neg_smul, one_smul,
    neg_neg, ← mul_assoc, ← (hW k).eq, mul_assoc]
```

The relation [p_i,V] = −iWx_i is the hypothesis `hx`. It stands for a force along the position vector x, and is assumed here, not derived from a differential operator. The proof substitutes it into the cross product, uses i·(−i) = 1, and moves W past σ. It never needs the canonical commutator of x and p.

**Q:** Do actual Pauli matrices fit your abstract relations?

**A:** Yes, with entries taken from any complex algebra of orbital operators. The matrix products are checked entry by entry.

```lean
/-- The three Pauli matrices, with entries in a complex algebra `A` of orbital operators. -/
def pauli (A : Type*) [Ring A] [Algebra ℂ A] : Fin 3 → Matrix (Fin 2) (Fin 2) A :=
  ![!![0, 1; 1, 0], !![0, -(I • 1); I • 1, 0], !![1, 0; 0, -1]]

/-- The Pauli matrices satisfy the Pauli relations. -/
theorem pauli_isPauli : IsPauli (pauli R) := by
  constructor <;> intro k <;> ext1 m n <;> fin_cases k <;> fin_cases m <;> fin_cases n <;>
    simp [pauli, Matrix.mul_apply, Fin.sum_univ_succ, smul_smul]
```

An orbital operator becomes a diagonal matrix with the same entry for spin up and spin down. Such a matrix commutes with all three Pauli matrices, which is how `hp` and `hV` arise for spin-independent operators.

```lean
/-- An orbital operator, acting alike on both spin components, commutes with the Pauli
matrices. -/
theorem scalar_commute_pauli (a : R) (j : Fin 3) :
    Commute (Matrix.scalar (Fin 2) a) (pauli R j) := by
  change Matrix.scalar (Fin 2) a * pauli R j = pauli R j * Matrix.scalar (Fin 2) a
  ext1 m n
  simp only [Matrix.scalar_apply, Matrix.diagonal_mul, Matrix.mul_diagonal]
  fin_cases j <;> fin_cases m <;> fin_cases n <;> simp [pauli]
```

**Q:** Could the central-field hypotheses be contradictory, so that the theorem says nothing?

**A:** No. Two orbital states are enough for an example: p = (τ_z, 1, 0), V = τ_x, x = (−2τ_y, 0, 0), W = 1. The only non-zero commutator is

[τ_z,τ_x] = 2iτ_y = −i(−2τ_y)

as required. The spin term is −2σ₂τ_y, so the example isn't one in which the coupling vanishes.

```lean
/-- A spin one half with a two-state orbital space, whose Pauli matrices are `τ`: the choice
`p = (τ_z, 1, 0)`, `V = τ_x`, `x = (-2 τ_y, 0, 0)`, `W = 1` meets all hypotheses of the
central-field formula. -/
theorem central_field_witness :
    let s := Matrix.scalar (α := Matrix (Fin 2) (Fin 2) ℂ) (Fin 2)
    let σ := pauli (Matrix (Fin 2) (Fin 2) ℂ)
    let τ := pauli ℂ
    let p := ![s (τ 2), 1, 0]
    let V := s (τ 0)
    let x := ![-(2 * s (τ 1)), 0, 0]
    IsPauli σ ∧ (∀ i j, Commute (p i) (σ j)) ∧ (∀ j, Commute V (σ j)) ∧
      (∀ i j, Commute (p i) (p j)) ∧ (∀ j, Commute 1 (σ j)) ∧
      ∀ i, p i * V - V * p i = -(I • (1 * x i)) := by
  intro s σ τ p V x
  refine ⟨pauli_isPauli, fun i j => ?_, scalar_commute_pauli _, fun i j => ?_,
    fun j => Commute.one_left _, fun i => ?_⟩
  · fin_cases i
    exacts [scalar_commute_pauli _ j, Commute.one_left _, Commute.zero_left _]
  · fin_cases i
    · fin_cases j
      exacts [Commute.refl _, Commute.one_right _, Commute.zero_right _]
    · exact Commute.one_left _
    · exact Commute.zero_left _
  · have hI : ∀ a, s (I • a) = I • s a := fun a => by
      ext1 m n
      fin_cases m <;> fin_cases n <;> simp [s, Matrix.scalar_apply]
    have c0 : τ 2 * τ 0 = I • τ 1 := pauli_isPauli.cyc 2
    have d0 : τ 0 * τ 2 = -(I • τ 1) := pauli_swap pauli_isPauli 2
    have c : s (τ 2) * s (τ 0) = I • s (τ 1) := by rw [← map_mul, c0, hI]
    have d : s (τ 0) * s (τ 2) = -(I • s (τ 1)) := by rw [← map_mul, d0, map_neg, hI]
    fin_cases i
    · change s (τ 2) * s (τ 0) - s (τ 0) * s (τ 2) = -(I • (1 * -(2 * s (τ 1))))
      rw [c, d, one_mul, two_mul]
      module
    · change 1 * V - V * 1 = -(I • (1 * 0))
      simp
    · change 0 * V - V * 0 = -(I • (1 * 0))
      simp

end

end SpinOrbitSeparation
```

These finite matrices show consistency only; x and p here are not position and momentum.

```lean
#print axioms SpinOrbitSeparation.spin_orbit_separation
#print axioms SpinOrbitSeparation.spinAverage_sandwich
#print axioms SpinOrbitSeparation.central_field
```

```
'SpinOrbitSeparation.spin_orbit_separation' depends on axioms: [propext, Classical.choice, Quot.sound]
'SpinOrbitSeparation.spinAverage_sandwich' depends on axioms: [propext, Classical.choice, Quot.sound]
'SpinOrbitSeparation.central_field' depends on axioms: [propext, Classical.choice, Quot.sound]
```

**Q:** What must I still supply for a real atom?

**A:** Domains, first of all, even for a single electron. In an algebra every product exists, whereas p and a Coulomb potential are unbounded operators. You have to choose wave functions on which all the products above make sense, for example smooth functions that vanish near the nucleus and far away from it, and then justify extending the identity to the states you need.
